# Zero-variance forces from the wave-function derivative, for nowhere-zero eigenvectors of finite symmetric Hamiltonians

A variational Monte Carlo run samples configurations \(x\) with probability proportional to \(\psi_x^2\). If \(\psi\) is an exact eigenvector of the Hamiltonian \(H\), the local energy \(e_x=(H\psi)_x/\psi_x\) is the same at every sample. The force along a nuclear coordinate \(t\) is \(-E'(t)\), and its bare estimator \((H'\psi)_x/\psi_x\) for \(E'\) generally still fluctuates. Which trial vector \(\varphi\), added as follows, removes the noise?

\[
F_x=\frac{(H'\psi)_x+(H\varphi)_x-e_x\varphi_x}{\psi_x}
\]

In the code, `n` is the finite set of configurations, `A` is \(H\), `D` is \(H'\) and `χ` is \(\psi'\). `D` need not be diagonal, so a nonlocal core potential on a finite configuration set fits, provided \(\psi\) is an exact eigenvector.

```lean
import Mathlib

open Matrix
open scoped Topology

namespace ZeroVarianceForce

noncomputable section

variable {n : Type*} [Fintype n]

/-- The local energy `(H ψ)_x / ψ_x`, for configurations with `ψ_x ≠ 0`. -/
def localEnergy (A : Matrix n n ℝ) (ψ : n → ℝ) (x : n) : ℝ :=
  (A *ᵥ ψ) x / ψ x

/-- The estimator for the energy derivative (minus the force), built from the Hamiltonian `A`, its
derivative `D`, the wave function `ψ` and a trial vector `φ`, for configurations with `ψ_x ≠ 0`. -/
def forceEstimator (A D : Matrix n n ℝ) (ψ φ : n → ℝ) (x : n) : ℝ :=
  ((D *ᵥ ψ) x + (A *ᵥ φ) x - localEnergy A ψ x * φ x) / ψ x
```

Means and variances carry the weight \(\psi_x^2/\langle\psi,\psi\rangle\), so \(\psi\) need not be normalised.

```lean
/-- The mean of `f` over configurations drawn with probability proportional to `ψ_x²`,
for `ψ ≠ 0`. -/
def weightedMean (ψ f : n → ℝ) : ℝ :=
  (∑ x, ψ x ^ 2 * f x) / (ψ ⬝ᵥ ψ)

/-- The variance of `f` over configurations drawn with probability proportional to `ψ_x²`,
for `ψ ≠ 0`. -/
def weightedVariance (ψ f : n → ℝ) : ℝ :=
  weightedMean ψ (fun x => (f x - weightedMean ψ f) ^ 2)

/-- The quantum expectation value `⟨ψ, D ψ⟩ / ⟨ψ, ψ⟩`, for `ψ ≠ 0`. -/
def expectation (D : Matrix n n ℝ) (ψ : n → ℝ) : ℝ :=
  (ψ ⬝ᵥ (D *ᵥ ψ)) / (ψ ⬝ᵥ ψ)

/-- The residual vector `(A - e) v`. -/
def residual (A : Matrix n n ℝ) (e : ℝ) (v : n → ℝ) : n → ℝ :=
  A *ᵥ v - e • v
```

The assumptions are gathered in one structure. Differentiability of \(E\) is not among them; it is derived.

```lean
/-- A family of eigenpairs `H(s) ψ(s) = E(s) ψ(s)` for `s` near `t`, with `H(t)` symmetric and
`ψ(t)` nowhere zero, where `H` and `ψ` have the derivatives `D` and `χ` at `t`. -/
structure EigenFamily (H : ℝ → Matrix n n ℝ) (ψ : ℝ → n → ℝ) (E : ℝ → ℝ) (t : ℝ)
    (D : Matrix n n ℝ) (χ : n → ℝ) : Prop where
  symm : (H t).IsSymm
  eigen : ∀ᶠ s in 𝓝 t, H s *ᵥ ψ s = E s • ψ s
  nodeless : ∀ x, ψ t x ≠ 0
  derivH : ∀ x y, HasDerivAt (fun s => H s x y) (D x y) t
  derivψ : ∀ x, HasDerivAt (fun s => ψ s x) (χ x) t
```

## Symmetry of H at t

`symm` says that the real Hamiltonian is Hermitian at \(t\). By hand, it moves \(H\) onto \(\psi\): for every \(v\),

\[
\langle\psi,(H-E)v\rangle=\langle(H-E)\psi,v\rangle=0 .
\]

The lemma does this by rewriting with the transpose.

```lean
/-- For a symmetric matrix with eigenpair `(e, ψ)`, every residual `(A - e) v` is orthogonal
to `ψ`. -/
theorem residual_orthogonal {A : Matrix n n ℝ} {ψ : n → ℝ} {e : ℝ} (hA : A.IsSymm)
    (h : A *ᵥ ψ = e • ψ) (v : n → ℝ) : ψ ⬝ᵥ residual A e v = 0 := by
  unfold residual
  rw [dotProduct_sub, Matrix.dotProduct_mulVec, ← Matrix.mulVec_transpose, hA.eq, h,
    smul_dotProduct, dotProduct_smul, sub_self]
```

Without symmetry, the estimator can be constant and still miss \(E'\), with \(\varphi-\psi'\) outside the kernel of \(H-E\). Take the constant family \(H=\begin{pmatrix}1&-1\\1&-1\end{pmatrix}\), \(\psi=(1,1)\), \(E=0\), and \(\varphi=(1,0)\). The estimator is 1 everywhere, yet \(H'=0\) and \((H-E)(\varphi-\psi')=(1,1)\neq0\).

## Derivatives of H and ψ

`derivH` and `derivψ` say that the matrix entries and amplitudes respond smoothly to first order. They give the product rule \((H\psi)'=H'\psi+H\psi'\).

```lean
variable {H : ℝ → Matrix n n ℝ} {ψ : ℝ → n → ℝ} {E : ℝ → ℝ} {t : ℝ}
  {D : Matrix n n ℝ} {χ : n → ℝ}

/-- The product rule for `H(s) ψ(s)`, component by component. -/
theorem hasDerivAt_mulVec (P : EigenFamily H ψ E t D χ) (x : n) :
    HasDerivAt (fun s => (H s *ᵥ ψ s) x) ((D *ᵥ ψ t) x + (H t *ᵥ χ) x) t := by
  have h : HasDerivAt (fun s => ∑ y, H s x y * ψ s y)
      (∑ y, (D x y * ψ t y + H t x y * χ y)) t :=
    HasDerivAt.fun_sum fun y _ => (P.derivH x y).fun_mul (P.derivψ y)
  rw [Finset.sum_add_distrib] at h
  exact h
```

Smooth \(H\) does not ensure smooth \(\psi\): for \(H=0\) on two configurations, \(\psi(s)\) may jump from \((1,1)\) to \((1,2)\). Then there is no \(\psi'\) to compare \(\varphi\) with.

## An eigenpair near t, not only at t

`eigen` says that \(\psi(s)\) follows an eigenstate as the nucleus moves. Differentiating \(H\psi=E\psi\) gives the response equation

\[
H'\psi+H\psi'=E'\psi+E\psi' .
\]

The Lean device here is `HasDerivAt` combined with equality near a point, written `=ᶠ[𝓝 t]`. `congr_of_eventuallyEq` transfers a derivative between functions that agree near \(t\), and `unique` then equates the two derivative values.

```lean
/-- The response equation `H' ψ + H ψ' = E' ψ + E ψ'` at `t` for an `EigenFamily` whose energy has
derivative `e`. -/
theorem response_equation (P : EigenFamily H ψ E t D χ) {e : ℝ} (he : HasDerivAt E e t) :
    D *ᵥ ψ t + H t *ᵥ χ = e • ψ t + E t • χ := by
  funext x
  have h2 : HasDerivAt (fun s => E s * ψ s x) (e * ψ t x + E t * χ x) t :=
    he.fun_mul (P.derivψ x)
  have h3 : (fun s => (H s *ᵥ ψ s) x) =ᶠ[𝓝 t] fun s => E s * ψ s x := by
    filter_upwards [P.eigen] with s hs
    exact congrFun hs x
  exact (hasDerivAt_mulVec P x).unique (h2.congr_of_eventuallyEq h3)
```

An eigenvalue equation at \(t\) alone is too little. With \(H(s)=\mathrm{diag}(s,0)\), \(\psi=(1,1)\) and \(t=0\), the choice \(\varphi=\psi'=0\) gives the values 1 and 0.

## No zero component

`nodeless` says that every configuration can be sampled. With at least one configuration (`Nonempty n`), it makes \(\langle\psi,\psi\rangle\) positive.

```lean
variable [Nonempty n]

/-- On a nonempty configuration set, a nowhere-zero wave function has positive squared norm. -/
theorem norm_pos (P : EigenFamily H ψ E t D χ) : 0 < ψ t ⬝ᵥ ψ t :=
  Finset.sum_pos (fun x _ => mul_self_pos.2 (P.nodeless x)) Finset.univ_nonempty
```

Near \(t\), \(E(s)=(H(s)\psi(s))_x/\psi_x(s)\) is a quotient of functions differentiable at \(t\), so \(E'(t)\) exists. Projecting the response equation on \(\psi\) removes \((H-E)\psi'\) and leaves the Hellmann–Feynman theorem, \(E'=\langle\psi,H'\psi\rangle/\langle\psi,\psi\rangle\).

```lean
/-- Hellmann–Feynman theorem: for an `EigenFamily` on a nonempty configuration set, the energy is
differentiable at `t`, and its derivative is the expectation value of `H'`. -/
theorem hellmann_feynman (P : EigenFamily H ψ E t D χ) :
    HasDerivAt E (expectation D (ψ t)) t := by
  -- near `t` the energy is a quotient of differentiable functions
  obtain ⟨e, he⟩ : ∃ e, HasDerivAt E e t := by
    obtain ⟨x⟩ := ‹Nonempty n›
    refine ⟨_, ((hasDerivAt_mulVec P x).fun_div (P.derivψ x)
      (P.nodeless x)).congr_of_eventuallyEq ?_⟩
    filter_upwards [P.eigen, (P.derivψ x).continuousAt.eventually_ne (P.nodeless x)]
      with s hs hx
    rw [hs, Pi.smul_apply, smul_eq_mul, mul_div_cancel_right₀ _ hx]
  -- project the response equation on `ψ`
  have r : D *ᵥ ψ t = e • ψ t - residual (H t) (E t) χ := by
    unfold residual
    linear_combination (norm := module) response_equation P he
  have hE : expectation D (ψ t) = e := by
    unfold expectation
    rw [r, dotProduct_sub, residual_orthogonal P.symm P.eigen.self_of_nhds, sub_zero,
      dotProduct_smul, smul_eq_mul, mul_div_cancel_right₀ _ (norm_pos P).ne']
  rw [hE]
  exact he
```

Put \(r=(H-E)(\varphi-\psi')\). Since \(e_x=E\) and \(H'\psi=E'\psi-(H-E)\psi'\),

\[
F_x=\frac{(H'\psi)_x+((H-E)\varphi)_x}{\psi_x}=E'+\frac{r_x}{\psi_x}.
\]

```lean
/-- For an `EigenFamily`, the estimator is the expectation value of `H'` plus a fluctuation
`((H - E)(φ - ψ'))_x / ψ_x`. -/
theorem estimator_eq (P : EigenFamily H ψ E t D χ) (φ : n → ℝ) (x : n) :
    forceEstimator (H t) D (ψ t) φ x =
      expectation D (ψ t) + residual (H t) (E t) (φ - χ) x / ψ t x := by
  have hx := P.nodeless x
  have r := congrFun (response_equation P (hellmann_feynman P)) x
  have hl : localEnergy (H t) (ψ t) x = E t := by
    unfold localEnergy
    rw [P.eigen.self_of_nhds, Pi.smul_apply, smul_eq_mul, mul_div_cancel_right₀ _ hx]
  unfold forceEstimator residual
  rw [hl, Matrix.mulVec_sub, div_eq_iff hx, add_mul, div_mul_cancel₀ _ hx]
  simp only [Pi.add_apply, Pi.sub_apply, Pi.smul_apply, smul_eq_mul] at r ⊢
  linear_combination r
```

If \(\psi\) has a zero, noise-free samples no longer force \(r=0\). For constant \(H=\mathrm{diag}(0,1)\), \(\psi=(1,0)\) and \(\varphi=(0,1)\), only the first configuration is ever sampled, while \(r=(0,1)\).

## Mean, variance and constancy

Weighting by \(\psi_x^2\) gives the mean \(E'+\langle\psi,r\rangle/\langle\psi,\psi\rangle=E'\), for every \(\varphi\). The proof sums the same identity term by term.

```lean
/-- For an `EigenFamily` and every trial vector `φ`, the `ψ²`-weighted mean of the estimator is the
expectation value of `H'`. -/
theorem estimator_mean (P : EigenFamily H ψ E t D χ) (φ : n → ℝ) :
    weightedMean (ψ t) (forceEstimator (H t) D (ψ t) φ) = expectation D (ψ t) := by
  have h0 : ∑ x, ψ t x * residual (H t) (E t) (φ - χ) x = 0 :=
    residual_orthogonal P.symm P.eigen.self_of_nhds (φ - χ)
  have h : ∑ x, ψ t x ^ 2 * forceEstimator (H t) D (ψ t) φ x =
      expectation D (ψ t) * (ψ t ⬝ᵥ ψ t) := by
    calc _ = ∑ x, (expectation D (ψ t) * (ψ t x * ψ t x)
          + ψ t x * residual (H t) (E t) (φ - χ) x) := by
          refine Finset.sum_congr rfl fun x _ => ?_
          have hc := div_mul_cancel₀ (residual (H t) (E t) (φ - χ) x) (P.nodeless x)
          rw [estimator_eq P]
          linear_combination ψ t x * hc
      _ = _ := by
          rw [Finset.sum_add_distrib, h0, add_zero, ← Finset.mul_sum]
          rfl
  unfold weightedMean
  rw [h, mul_div_cancel_right₀ _ (norm_pos P).ne']
```

The deviation from the mean is \(r_x/\psi_x\), so the weights cancel its denominator and the variance is \(\langle r,r\rangle/\langle\psi,\psi\rangle\).

```lean
/-- For an `EigenFamily`, the `ψ²`-weighted variance of the estimator is
`‖(H - E)(φ - ψ')‖² / ‖ψ‖²`. -/
theorem estimator_variance (P : EigenFamily H ψ E t D χ) (φ : n → ℝ) :
    weightedVariance (ψ t) (forceEstimator (H t) D (ψ t) φ) =
      (residual (H t) (E t) (φ - χ) ⬝ᵥ residual (H t) (E t) (φ - χ)) / (ψ t ⬝ᵥ ψ t) := by
  unfold weightedVariance
  rw [estimator_mean P]
  unfold weightedMean
  congr 1
  refine Finset.sum_congr rfl fun x _ => ?_
  have hc := div_mul_cancel₀ (residual (H t) (E t) (φ - χ) x) (P.nodeless x)
  beta_reduce
  rw [estimator_eq P, add_sub_cancel_left]
  linear_combination (residual (H t) (E t) (φ - χ) x / ψ t x * ψ t x
    + residual (H t) (E t) (φ - χ) x) * hc
```

If \(F_x=c\) for all \(x\), then \(r=(c-E')\psi\). Orthogonality gives \((c-E')\langle\psi,\psi\rangle=0\), hence \(r=0\). Conversely, \(r=0\) gives \(F_x=E'\). The two branches of the proof are these two arguments.

```lean
/-- Zero-variance principle for forces: for an `EigenFamily`, the estimator takes the same value at
all configurations if and only if `φ - ψ'` lies in the kernel of `H - E`. -/
theorem estimator_constant_iff (P : EigenFamily H ψ E t D χ) (φ : n → ℝ) :
    (∃ c, ∀ x, forceEstimator (H t) D (ψ t) φ x = c) ↔
      residual (H t) (E t) (φ - χ) = 0 := by
  constructor
  · rintro ⟨c, hc⟩
    -- a constant estimator makes the residual a multiple of `ψ`
    have hr : residual (H t) (E t) (φ - χ) = (c - expectation D (ψ t)) • ψ t := by
      funext x
      have h := estimator_eq P φ x
      rw [hc x] at h
      rw [Pi.smul_apply, smul_eq_mul, h, add_sub_cancel_left,
        div_mul_cancel₀ _ (P.nodeless x)]
    -- but the residual is orthogonal to `ψ`
    have h0 := residual_orthogonal P.symm P.eigen.self_of_nhds (φ - χ)
    rw [hr, dotProduct_smul, smul_eq_mul] at h0
    rw [hr, (mul_eq_zero.1 h0).resolve_right (norm_pos P).ne', zero_smul]
  · intro h
    exact ⟨expectation D (ψ t), fun x => by
      rw [estimator_eq P, h, Pi.zero_apply, zero_div, add_zero]⟩
```

Thus \(\varphi=\psi'\) works, as does \(\psi'\) plus any multiple of \(\psi\).

## A two-state family

The family below satisfies every assumption at \(s=1\), where the normalised state is \((1,1)/\sqrt2\) and each configuration has probability \(1/2\).

```lean
/-- An explicit two-state family with wave function `(1, s)` and energy `s` meets all the
conditions at `s = 1`. -/
theorem eigenFamily_witness :
    EigenFamily (fun s : ℝ => !![s ^ 2 + s, -s; -s, 1 + s]) (fun s => ![1, s]) (fun s => s) 1
      !![3, -1; -1, 1] ![0, 1] where
  symm := Matrix.IsSymm.ext fun i j => by fin_cases i <;> fin_cases j <;> simp
  eigen := Filter.Eventually.of_forall fun s => by
    ext i
    fin_cases i <;> simp [Matrix.mulVec, dotProduct, Fin.sum_univ_succ] <;> ring
  nodeless := fun x => by fin_cases x <;> simp
  derivH := fun i j => by
    have h00 : HasDerivAt (fun s : ℝ => s ^ 2 + s) 3 1 :=
      ((hasDerivAt_pow 2 (1 : ℝ)).fun_add (hasDerivAt_id' 1)).congr_deriv (by norm_num)
    have h01 : HasDerivAt (fun s : ℝ => -s) (-1) 1 := (hasDerivAt_id' 1).fun_neg
    have h11 : HasDerivAt (fun s : ℝ => 1 + s) 1 1 := (hasDerivAt_id' 1).const_add 1
    fin_cases i <;> fin_cases j
    exacts [h00, h01, h01, h11]
  derivψ := fun i => by
    fin_cases i
    exacts [hasDerivAt_const (1 : ℝ) (1 : ℝ), hasDerivAt_id' 1]
```

There the bare estimator takes the values 2 and 0, with mean 1 and variance 1; \(\varphi=\psi'\) gives 1 at both configurations.

```lean
/-- In the two-state family at `s = 1`, the bare estimator (`φ = 0`) takes the values 2 and 0,
while the choice `φ = ψ'` gives the value 1 at both configurations. -/
theorem two_state_estimators :
    forceEstimator !![2, -1; -1, 2] !![3, -1; -1, 1] ![1, 1] ![0, 0] = ![2, 0] ∧
    forceEstimator !![2, -1; -1, 2] !![3, -1; -1, 1] ![1, 1] ![0, 1] = ![1, 1] := by
  constructor <;> ext x <;> fin_cases x <;>
    simp [forceEstimator, localEnergy, Matrix.mulVec, dotProduct, Fin.sum_univ_succ] <;>
    norm_num

end

end ZeroVarianceForce
```
```lean
#print axioms ZeroVarianceForce.estimator_variance
#print axioms ZeroVarianceForce.estimator_constant_iff
#print axioms ZeroVarianceForce.two_state_estimators
```

```
'ZeroVarianceForce.estimator_variance' depends on axioms: [propext, Classical.choice, Quot.sound]
'ZeroVarianceForce.estimator_constant_iff' depends on axioms: [propext, Classical.choice, Quot.sound]
'ZeroVarianceForce.two_state_estimators' depends on axioms: [propext, Classical.choice, Quot.sound]
```
